# For a symmetric positive definite triples matrix, even iterates from zero amplitudes never give an energy below the converged one

## Which side of the converged energy am I on?

When I stop a perturbative triples calculation early, I get an energy without knowing whether it is too high or too low. My orbitals are localised, so the Fock matrix has off-diagonal elements, and I solve for the triples amplitudes by iteration. In a small model with three triples the energies run 0, −3, 1.5, −5.25, 4.875, and they clearly never settle. The linear equations behind the iteration still have a perfectly good solution. Does such a diverging sequence say anything about the energy of that solution?

## Every even energy is an upper bound

Yes. Take the plain update, which divides by the denominators and does not extrapolate, and count the zero amplitudes as iterate 0. If the matrix of the linear equations is symmetric and positive definite, the connected triples energies of iterates 0, 2, 4, … all lie on or above the converged energy, whether or not the iteration converges. In your model that energy is −6/5, and the best upper bound from the even iterates is the trivial value 0.

### The energy error as a quadratic form

Let \(W\) be the vector of source terms, one for each triple excitation, \(D\) the diagonal matrix of denominators (virtual minus occupied diagonal Fock elements, summed over the three excited electrons) and \(F\) the coupling of triples through the remaining Fock elements. Here \(F\) acts on triples and is not the full Fock matrix. The energy of amplitudes \(t\) is \(\langle W,t\rangle\), and the iteration is

\[
t_0=0,\qquad D\,t_{k+1}=-(W+F\,t_k).
\]

Put \(A=D+F\). If \(Av=0\) with \(v\neq0\), then \(\langle v,Av\rangle=0\), which contradicts positive definiteness. So \(A\) is invertible, and the converged amplitudes \(s=-A^{-1}W\) satisfy \(As=-W\).

For the errors \(e_k=t_k-s\), substitution gives

\[
D e_{k+1}=-W-F t_k-Ds=-W-F t_k+W+Fs=-F e_k .
\]

The next step moves one iteration across the inner product. By the symmetry of \(D\) and \(F\),

\[
\begin{aligned}
\langle e_{j+1},A e_l\rangle
&=\langle D e_{j+1},e_l\rangle+\langle e_{j+1},F e_l\rangle
=-\langle e_j,F e_l\rangle-\langle e_{j+1},D e_{l+1}\rangle,\\
\langle e_j,A e_{l+1}\rangle
&=\langle e_j,D e_{l+1}\rangle+\langle F e_j,e_{l+1}\rangle
=-\langle e_j,F e_l\rangle-\langle e_{j+1},D e_{l+1}\rangle .
\end{aligned}
\]

The two are equal. Repeating the move until the left index is zero, and using \(e_0=-s\), we find

\[
\langle e_j,A e_l\rangle=\langle e_0,A e_{j+l}\rangle
=-\langle As,e_{j+l}\rangle
=\langle W,t_{j+l}\rangle-\langle W,s\rangle .
\]

With \(j=l=k\) this becomes

\[
\langle W,t_{2k}\rangle-\langle W,s\rangle=\langle e_k,A e_k\rangle\ge 0,
\]

with equality exactly when \(t_k=s\). Since \(\langle W,s\rangle=-\langle W,A^{-1}W\rangle\), this is the bound.

### Odd energies and the diverging model

For neighbouring indices the same identity gives

\[
\langle W,t_{2k+1}\rangle-\langle W,s\rangle
=-\langle e_k,F e_k\rangle-\langle e_{k+1},D e_{k+1}\rangle .
\]

If \(F\) is positive semidefinite and the denominators are nonnegative, the odd energies therefore lie on or below the converged one. This condition is restrictive: a positive semidefinite \(F\) with zero diagonal is zero, so a nontrivial case needs some of the diagonal placed in \(F\), which changes the denominators and with them the iteration. Without it, an odd energy can lie on either side. Two triples with unit denominators, unit sources and coupling \(-1/2\) have first energy −2 and converged energy −4.

Your numbers come from unit denominators, unit sources and couplings of \(3/4\) between all pairs. All three amplitudes stay equal, and their common value \(a_k\) obeys \(a_{k+1}=-(1+\tfrac32a_k)\). Hence \(a_k=\tfrac25\bigl((-\tfrac32)^k-1\bigr)\), and the energy is \(3a_k\). The matrix is positive definite because

\[
\langle x,Ax\rangle=\tfrac14\sum_i x_i^2+\tfrac34\Bigl(\sum_i x_i\Bigr)^2 .
\]

The even energies go to \(+\infty\) and the odd ones to \(-\infty\).

### What the Lean definitions and theorems say

The finite type `n` labels the triples, and amplitudes and sources are real functions on it. `d` holds the denominators, `diagonal d` is \(D\), `*ᵥ` is matrix times vector and `⬝ᵥ` is the real inner product. `IsIteration d F W t` says that the sequence `t` starts at zero and obeys the update without division. For nonzero denominators, `isIteration_iff_div` identifies this with the usual quotient form.

`PositiveForm` states that \(\langle x,Ax\rangle>0\) for every nonzero \(x\); symmetry enters separately, through `F.IsSymm`. Physically, the positive form means that every triple excitation of the Fock operator costs energy, as it does when all occupied levels lie below all virtual ones. The main theorem, `even_energy_ge`, does not assume convergence. Positive denominators need no separate hypothesis: when \(F\) has zero diagonal, they follow from the positive form.

Two conventions matter in comparisons. Some texts define the denominators with the opposite sign. If a program calls the amplitudes \(-D^{-1}W\) iterate 0, where they are iterate 1 here, even and odd are exchanged.

The step to a real calculation that the hypotheses leave open is the identification of its energy with \(\langle W,t\rangle\), using the same \(W\) as in the amplitude equations. This fits the connected triples term in an orthonormal basis of triples. The full (T) correction adds a singles contribution in which \(t\) is paired with a different vector, and the bound covers neither that part nor the full (T) energy. The bound also concerns the plain update above, not iterates changed by extrapolation such as DIIS. For the connected term, with a symmetric positive definite matrix, real orbitals and the plain update, the smallest even energy printed so far is an upper limit on the converged value.

```lean
import Mathlib

open Matrix Filter

namespace NoncanonicalTriples

noncomputable section

variable {n : Type*} [Fintype n] [DecidableEq n]

/-- The triples iteration from zero amplitudes: `D t_(k+1) = -(W + F t_k)`, with `D` the diagonal
matrix of denominators `d`, `F` the remaining Fock coupling and `W` the source term. -/
def IsIteration (d : n → ℝ) (F : Matrix n n ℝ) (W : n → ℝ) (t : ℕ → n → ℝ) : Prop :=
  t 0 = 0 ∧ ∀ k, diagonal d *ᵥ t (k + 1) = -(W + F *ᵥ t k)

/-- A real matrix has a positive definite quadratic form. -/
def PositiveForm (A : Matrix n n ℝ) : Prop :=
  ∀ x : n → ℝ, x ≠ 0 → 0 < x ⬝ᵥ (A *ᵥ x)

/-- The converged triples amplitudes `-(D + F)⁻¹ W`, for invertible `D + F`. -/
def converged (d : n → ℝ) (F : Matrix n n ℝ) (W : n → ℝ) : n → ℝ :=
  -((diagonal d + F)⁻¹ *ᵥ W)

/-- For nonzero denominators the iteration is the usual update, in which each component of
`-(W + F t_k)` is divided by its denominator. -/
theorem isIteration_iff_div {d : n → ℝ} (hd : ∀ i, d i ≠ 0) (F : Matrix n n ℝ) (W : n → ℝ)
    (t : ℕ → n → ℝ) :
    IsIteration d F W t ↔
      t 0 = 0 ∧ ∀ k i, t (k + 1) i = -(W i + (F *ᵥ t k) i) / d i := by
  refine and_congr Iff.rfl (forall_congr' fun k => ?_)
  rw [funext_iff]
  refine forall_congr' fun i => ?_
  rw [mulVec_diagonal, Pi.neg_apply, Pi.add_apply, eq_div_iff (hd i), mul_comm]

/-- If `D + F` is positive definite, the converged amplitudes solve the linear triples
equations `(D + F) t = -W`. -/
theorem converged_equation {d : n → ℝ} {F : Matrix n n ℝ}
    (hA : PositiveForm (diagonal d + F)) (W : n → ℝ) :
    (diagonal d + F) *ᵥ converged d F W = -W := by
  have hdet : (diagonal d + F).det ≠ 0 := by
    intro h
    obtain ⟨v, hv, hv0⟩ := Matrix.exists_mulVec_eq_zero_iff.mpr h
    have hpos := hA v hv
    rw [hv0, dotProduct_zero] at hpos
    exact lt_irrefl _ hpos
  rw [converged, mulVec_neg, mulVec_mulVec, mul_nonsing_inv _ (isUnit_iff_ne_zero.mpr hdet),
    one_mulVec]

omit [DecidableEq n] in
/-- A symmetric real matrix gives a symmetric bilinear form. -/
theorem form_symm {M : Matrix n n ℝ} (hM : M.IsSymm) (x y : n → ℝ) :
    x ⬝ᵥ (M *ᵥ y) = y ⬝ᵥ (M *ᵥ x) := by
  rw [dotProduct_mulVec, ← mulVec_transpose, hM.eq, dotProduct_comm]

/-- If `D + F` is positive definite, the amplitude error `e_k` propagates by
`D e_(k+1) = -F e_k`. -/
theorem error_step {d : n → ℝ} {F : Matrix n n ℝ} {W : n → ℝ} {t : ℕ → n → ℝ}
    (hA : PositiveForm (diagonal d + F)) (ht : IsIteration d F W t) (k : ℕ) :
    diagonal d *ᵥ (t (k + 1) - converged d F W) = -(F *ᵥ (t k - converged d F W)) := by
  have h := converged_equation hA W
  rw [add_mulVec] at h
  rw [mulVec_sub, mulVec_sub, ht.2 k]
  linear_combination -h

/-- For symmetric `F` and positive definite `D + F`, the energy error of iterate `j + l` is the
`D + F` product of the amplitude errors of iterates `j` and `l`. -/
theorem energy_error {d : n → ℝ} {F : Matrix n n ℝ} {W : n → ℝ} {t : ℕ → n → ℝ}
    (hF : F.IsSymm) (hA : PositiveForm (diagonal d + F)) (ht : IsIteration d F W t) (j l : ℕ) :
    W ⬝ᵥ t (j + l) - W ⬝ᵥ converged d F W =
      (t j - converged d F W) ⬝ᵥ ((diagonal d + F) *ᵥ (t l - converged d F W)) := by
  have hD : (diagonal d).IsSymm := isSymm_diagonal d
  induction j generalizing l with
  | zero =>
    -- the initial error is minus the converged solution
    have h := converged_equation hA W
    have h1 := form_symm (hD.add hF) (converged d F W) (t l)
    rw [h, dotProduct_neg] at h1
    rw [ht.1, zero_sub, neg_dotProduct, mulVec_sub, dotProduct_sub, h1, h, dotProduct_neg,
      zero_add, dotProduct_comm W (t l), dotProduct_comm W (converged d F W)]
    ring
  | succ j ih =>
    -- move one iteration from the left factor to the right factor
    rw [show j + 1 + l = j + (l + 1) by omega, ih (l + 1)]
    have hx := error_step hA ht j
    have hy := error_step hA ht l
    generalize t j - converged d F W = x at *
    generalize t (j + 1) - converged d F W = x' at *
    generalize t l - converged d F W = y at *
    generalize t (l + 1) - converged d F W = y' at *
    have h1 : x' ⬝ᵥ (diagonal d *ᵥ y) = -(y ⬝ᵥ (F *ᵥ x)) := by
      rw [form_symm hD x' y, hx, dotProduct_neg]
    have h2 : x' ⬝ᵥ (F *ᵥ y) = -(x' ⬝ᵥ (diagonal d *ᵥ y')) := by
      rw [hy, dotProduct_neg, neg_neg]
    have h3 : x ⬝ᵥ (diagonal d *ᵥ y') = -(x ⬝ᵥ (F *ᵥ y)) := by
      rw [hy, dotProduct_neg]
    have h4 : x ⬝ᵥ (F *ᵥ y') = -(y' ⬝ᵥ (diagonal d *ᵥ x')) := by
      rw [form_symm hF x y', hx, dotProduct_neg, neg_neg]
    have h5 := form_symm hF x y
    have h6 := form_symm hD x' y'
    rw [add_mulVec, add_mulVec, dotProduct_add, dotProduct_add]
    linarith

/-- For symmetric `F` and positive definite `D + F`, every even iterate has a triples energy no
lower than the converged value `-⟨W, (D + F)⁻¹ W⟩`. -/
theorem even_energy_ge {d : n → ℝ} {F : Matrix n n ℝ} {W : n → ℝ} {t : ℕ → n → ℝ}
    (hF : F.IsSymm) (hA : PositiveForm (diagonal d + F)) (ht : IsIteration d F W t) (k : ℕ) :
    -(W ⬝ᵥ ((diagonal d + F)⁻¹ *ᵥ W)) ≤ W ⬝ᵥ t (2 * k) := by
  have h := energy_error hF hA ht k k
  have hnn : 0 ≤ (t k - converged d F W) ⬝ᵥ
      ((diagonal d + F) *ᵥ (t k - converged d F W)) := by
    by_cases h0 : t k - converged d F W = 0
    · rw [h0, zero_dotProduct]
    · exact (hA _ h0).le
  have hE : W ⬝ᵥ converged d F W = -(W ⬝ᵥ ((diagonal d + F)⁻¹ *ᵥ W)) := by
    rw [converged, dotProduct_neg]
  rw [two_mul]
  linarith

/-- For symmetric `F` and positive definite `D + F`, the energy of iterate `2k` equals the
converged energy exactly when the amplitudes of iterate `k` are the converged ones. -/
theorem even_energy_eq_iff {d : n → ℝ} {F : Matrix n n ℝ} {W : n → ℝ} {t : ℕ → n → ℝ}
    (hF : F.IsSymm) (hA : PositiveForm (diagonal d + F)) (ht : IsIteration d F W t) (k : ℕ) :
    W ⬝ᵥ t (2 * k) = W ⬝ᵥ converged d F W ↔ t k = converged d F W := by
  have h := energy_error hF hA ht k k
  rw [two_mul]
  constructor
  · intro he
    by_contra hne
    have hpos := hA _ (sub_ne_zero.mpr hne)
    linarith
  · intro he
    rw [sub_eq_zero.mpr he, zero_dotProduct] at h
    linarith

/-- If `F` is symmetric and positive semidefinite, the denominators are nonnegative and `D + F` is
positive definite, every odd iterate has an energy no higher than the converged one. -/
theorem odd_energy_le {d : n → ℝ} {F : Matrix n n ℝ} {W : n → ℝ} {t : ℕ → n → ℝ}
    (hF : F.IsSymm) (hF0 : ∀ x : n → ℝ, 0 ≤ x ⬝ᵥ (F *ᵥ x)) (hd : ∀ i, 0 ≤ d i)
    (hA : PositiveForm (diagonal d + F)) (ht : IsIteration d F W t) (k : ℕ) :
    W ⬝ᵥ t (2 * k + 1) ≤ -(W ⬝ᵥ ((diagonal d + F)⁻¹ *ᵥ W)) := by
  have h := energy_error hF hA ht k (k + 1)
  have hx := error_step hA ht k
  have hE : W ⬝ᵥ converged d F W = -(W ⬝ᵥ ((diagonal d + F)⁻¹ *ᵥ W)) := by
    rw [converged, dotProduct_neg]
  rw [show 2 * k + 1 = k + (k + 1) by omega]
  generalize t k - converged d F W = x at *
  generalize t (k + 1) - converged d F W = y at *
  -- the error is minus the sum of two nonnegative quadratic forms
  have h1 : x ⬝ᵥ (diagonal d *ᵥ y) = -(x ⬝ᵥ (F *ᵥ x)) := by
    rw [hx, dotProduct_neg]
  have h2 : x ⬝ᵥ (F *ᵥ y) = -(y ⬝ᵥ (diagonal d *ᵥ y)) := by
    rw [form_symm hF x y, hx, dotProduct_neg, neg_neg]
  have h3 : 0 ≤ y ⬝ᵥ (diagonal d *ᵥ y) := by
    refine Finset.sum_nonneg fun i _ => ?_
    rw [mulVec_diagonal]
    nlinarith [mul_nonneg (hd i) (mul_self_nonneg (y i))]
  rw [add_mulVec, dotProduct_add] at h
  linarith [hF0 x]

/-- Three triples coupled pairwise by the off-diagonal Fock element `3/4`. -/
def modelF : Matrix (Fin 3) (Fin 3) ℝ :=
  !![0, 3/4, 3/4; 3/4, 0, 3/4; 3/4, 3/4, 0]

/-- Amplitudes `(2/5)((-3/2)^k - 1)`, equal for all three triples. -/
def modelT (k : ℕ) : Fin 3 → ℝ := fun _ => 2 / 5 * ((-3 / 2) ^ k - 1)

/-- With unit denominators and unit source, the three-triples model has symmetric `F` and positive
definite `D + F`, yet its even energies tend to `+∞` and its odd energies to `-∞`. -/
theorem divergent_witness :
    modelF.IsSymm ∧ PositiveForm (diagonal (fun _ => 1) + modelF) ∧
      IsIteration (fun _ => 1) modelF (fun _ => 1) modelT ∧
      Tendsto (fun k : ℕ => (fun _ => 1) ⬝ᵥ modelT (2 * k)) atTop atTop ∧
      Tendsto (fun k : ℕ => (fun _ => 1) ⬝ᵥ modelT (2 * k + 1)) atTop atBot := by
  have hp : Tendsto (fun k : ℕ => (9 / 4 : ℝ) ^ k) atTop atTop :=
    tendsto_pow_atTop_atTop_of_one_lt (by norm_num)
  have hsq (k : ℕ) : (-3 / 2 : ℝ) ^ (2 * k) = (9 / 4) ^ k := by
    rw [pow_mul]; norm_num
  refine ⟨?_, ?_, ⟨?_, ?_⟩, ?_, ?_⟩
  · ext i j
    fin_cases i <;> fin_cases j <;> simp [modelF]
  · intro x hx
    obtain ⟨i, hi⟩ := Function.ne_iff.mp hx
    have hi' : x i ≠ 0 := hi
    have hpos : 0 < x i ^ 2 := by positivity
    have hs : x i ^ 2 ≤ ∑ j, x j ^ 2 :=
      Finset.single_le_sum (fun j _ => sq_nonneg (x j)) (Finset.mem_univ i)
    rw [Fin.sum_univ_three] at hs
    -- complete the square in the totally symmetric combination
    have he : x ⬝ᵥ ((diagonal (fun _ => 1) + modelF) *ᵥ x) =
        1 / 4 * (x 0 ^ 2 + x 1 ^ 2 + x 2 ^ 2) + 3 / 4 * (x 0 + x 1 + x 2) ^ 2 := by
      rw [add_mulVec]
      simp only [dotProduct, Fin.sum_univ_three, Pi.add_apply, mulVec_diagonal]
      simp [modelF, mulVec, dotProduct, Fin.sum_univ_three]
      ring
    rw [he]
    nlinarith [sq_nonneg (x 0 + x 1 + x 2)]
  · ext i
    simp [modelT]
  · intro k
    ext i
    simp only [mulVec_diagonal, Pi.neg_apply, Pi.add_apply]
    fin_cases i <;>
      simp [modelF, modelT, mulVec, dotProduct, Fin.sum_univ_three, pow_succ] <;> ring
  · have he : (fun k : ℕ => (fun _ => 1) ⬝ᵥ modelT (2 * k)) =
        fun k : ℕ => 6 / 5 * (9 / 4 : ℝ) ^ k + (-6 / 5) := by
      funext k
      simp only [dotProduct, modelT, Fin.sum_univ_three, hsq]
      ring
    rw [he]
    exact tendsto_atTop_add_const_right _ _ (hp.const_mul_atTop (by norm_num))
  · have he : (fun k : ℕ => (fun _ => 1) ⬝ᵥ modelT (2 * k + 1)) =
        fun k : ℕ => (-9 / 5) * (9 / 4 : ℝ) ^ k + (-6 / 5) := by
      funext k
      simp only [dotProduct, modelT, Fin.sum_univ_three, pow_succ, hsq]
      ring
    rw [he]
    exact tendsto_atBot_add_const_right _ _ (hp.const_mul_atTop_of_neg (by norm_num))

end

end NoncanonicalTriples
```

```lean
#print axioms NoncanonicalTriples.isIteration_iff_div
#print axioms NoncanonicalTriples.even_energy_ge
#print axioms NoncanonicalTriples.even_energy_eq_iff
#print axioms NoncanonicalTriples.odd_energy_le
```

```
'NoncanonicalTriples.isIteration_iff_div' depends on axioms: [propext, Classical.choice, Quot.sound]
'NoncanonicalTriples.even_energy_ge' depends on axioms: [propext, Classical.choice, Quot.sound]
'NoncanonicalTriples.even_energy_eq_iff' depends on axioms: [propext, Classical.choice, Quot.sound]
'NoncanonicalTriples.odd_energy_le' depends on axioms: [propext, Classical.choice, Quot.sound]
```

### From the error identity to the bounds in Lean

`converged_equation` proves \(As=-W\). A zero determinant would supply a nonzero vector with \(Av=0\), which `PositiveForm` forbids. `form_symm` is the exchange \(\langle x,My\rangle=\langle y,Mx\rangle\) for symmetric \(M\), and `error_step` is \(De_{k+1}=-Fe_k\), obtained by subtracting the converged equation from the update.

`energy_error` is the central identity. Its induction runs over `j` with `l` left general, because each step lowers the left index and raises the right one. The zero case uses \(e_0=-s\). In the successor case, the four errors are renamed `x`, `x'`, `y`, `y'`, for \(e_j,e_{j+1},e_l,e_{l+1}\). The facts `h1` to `h4` rewrite the four terms of the two displayed lines, `h5` and `h6` supply the remaining symmetries, and `linarith` compares the sums.

`even_energy_ge` sets both indices to `k` and treats zero and nonzero error separately, since `PositiveForm` speaks only of nonzero vectors. `even_energy_eq_iff` uses the strict inequality to show that equal energies force \(t_k=s\). `odd_energy_le` takes indices `k` and `k + 1` and writes the error as minus two nonnegative forms.

`divergent_witness` checks the three-triples model. It verifies the symmetry entry by entry, positivity through the completed square above, and the update by direct evaluation. It then rewrites the energies as \(\tfrac65(\tfrac94)^k-\tfrac65\) for even iterates and \(-\tfrac95(\tfrac94)^k-\tfrac65\) for odd ones, from which the two limits follow.

### Two triples with one negative excitation energy

Take two triples with unit denominators, unit sources and coupling \(-2\). Then \(A\) is symmetric with eigenvalues \(-1\) and \(3\), so it is invertible. Both amplitudes of the solution are 1, with energy 2. In the iteration both amplitudes are \(-1\) at iterate 1 and \(-3\) at iterate 2, so the energy of iterate 2 is −6, below the converged value. Symmetry and invertibility are thus not enough for the bound; what this example lacks is a nonnegative quadratic form of \(D+F\).
